# With orthonormal orbitals and Hermitian subsystem matrices, every partial filling fixes one divide-and-conquer Fermi level at positive temperature

Take two orthonormal orbitals and two subsystems, A and B. Orbital 1 is the core of A and orbital 2 the core of B, but both regions contain both orbitals. In units where the inverse temperature is 1, let

$$H_A=\mathrm{diag}(0,\,5),\qquad H_B=\mathrm{diag}(-3,\,\ln 4).$$

The two matrices are chosen freely for illustration; as blocks of one global Hamiltonian they would be equal, because the two regions are. Each subsystem yields two occupations, and the assembly keeps only that of its core orbital. With $x=e^{\mu}$, where $\mu$ is the common chemical potential, a level $\varepsilon$ has occupation $x/(x+e^{\varepsilon})$. One electron in total requires

$$\frac{x}{x+1}+\frac{x}{x+4}=1,\qquad\text{so}\qquad x^2=4,\quad \mu=\ln 2\approx 0.693.$$

The occupations are $2/3$ and $1/3$. The levels $5$ and $-3$ play no part in the count. The problems below treat any number of orbitals and subsystem matrices that need not be diagonal.

## Subsystems, regions and the assembled Fermi matrix

The finite type `ι` labels the orbitals and `κ` the subsystems; `m` labels the orbitals of a single matrix.

In Lean 4 with Mathlib:

```lean
import Mathlib

open Matrix Filter Topology

namespace DivideAndConquerFermiLevel

noncomputable section

variable {m ι κ : Type*} [Fintype m] [DecidableEq m] [Fintype ι] [DecidableEq ι]
  [Fintype κ] [DecidableEq κ]
```

The Fermi function of a level $e$ is $f_\mu(e)=1/(1+\exp[\beta(e-\mu)])$, where $\beta=1/k_BT$ is the inverse temperature. Each orbital holds at most one electron, so there is no spin factor of two.

```lean
/-- The Fermi function of a level `e` at inverse temperature `β` and chemical potential `μ`. -/
def fermi (β μ e : ℝ) : ℝ := 1 / (1 + Real.exp (β * (e - μ)))
```

The Fermi matrix of $H$ is $F=(1+e^{\beta(H-\mu)})^{-1}$, with a matrix exponential and a matrix inverse.

```lean
/-- The Fermi matrix `(1 + exp (β (H - μ)))⁻¹`, meant for Hermitian `H`, where the inverse
exists. -/
def fermiMatrix (β μ : ℝ) (H : Matrix m m ℂ) : Matrix m m ℂ :=
  (1 + NormedSpace.exp ((β : ℂ) • (H - (μ : ℂ) • (1 : Matrix m m ℂ))))⁻¹
```

The map `core` sends orbital $i$ to the one subsystem $c(i)$ whose core holds it, which makes the cores a partition. The core weight is $q^a_{ij}=\tfrac12(\mathbf 1[c(i)=a]+\mathbf 1[c(j)=a])$.

```lean
/-- The weight of subsystem `a` for the orbital pair `i, j`: one half for each of the two
orbitals that lies in the core of `a`. -/
def coreWeight (core : ι → κ) (a : κ) (i j : ι) : ℂ :=
  ((if core i = a then 1 else 0) + (if core j = a then 1 else 0)) / 2
```

Subsystem $a$ has a region `R a`, which may overlap others, and its own matrix `H a` on that region, with Fermi matrix $F^a$. The assembled matrix is $P_{ij}=\sum_a q^a_{ij}F^a_{ij}$, where entries outside a region count as zero.

```lean
/-- The assembled Fermi matrix: the weighted sum of the subsystem Fermi matrices, each set to
zero outside its region `R a`. -/
def assembled (core : ι → κ) (R : κ → Finset ι) (H : ∀ a, Matrix (R a) (R a) ℂ)
    (β μ : ℝ) : Matrix ι ι ℂ :=
  Matrix.of fun i j => ∑ a, coreWeight core a i j *
    (if h : i ∈ R a ∧ j ∈ R a then fermiMatrix β μ (H a) ⟨i, h.1⟩ ⟨j, h.2⟩ else 0)
```

A filling curve is a function of $\mu$ with the following four properties. Its capacity, `c` in the code, is a number and is unrelated to the core map $c(i)$.

```lean
/-- A filling curve of capacity `c`: a continuous, strictly increasing function of the chemical
potential with limits `0` and `c`. -/
def FillsTo (f : ℝ → ℝ) (c : ℝ) : Prop :=
  Continuous f ∧ StrictMono f ∧ Tendsto f atBot (𝓝 0) ∧ Tendsto f atTop (𝓝 c)
```

The subsystem matrices are fixed and finite, and need not be blocks of one global Hamiltonian. Orthonormality enters through the Fermi matrices and the plain trace, none of which contains an overlap matrix. Nonorthogonal orbitals, self-consistent updates of the matrices and the error of $P$ relative to an undivided calculation are not treated.

## (a) Core weights of an orbital pair

Show that for all orbitals $i,j$

$$\sum_a q^a_{ij}=1.$$

**Solution.** Exactly one $a$ equals $c(i)$ and exactly one equals $c(j)$, so the sum is $(1+1)/2=1$. In the code, `Finset.sum_ite_eq` evaluates each indicator sum.

```lean
omit [Fintype ι] [DecidableEq ι] in
/-- The core weights of every orbital pair sum to one over the subsystems. -/
theorem sum_coreWeight (core : ι → κ) (i j : ι) : ∑ a, coreWeight core a i j = 1 := by
  simp only [coreWeight]
  rw [← Finset.sum_div, Finset.sum_add_distrib]
  simp only [Finset.sum_ite_eq, Finset.mem_univ, if_true]
  norm_num
```

## (b) The Fermi matrix in an eigenbasis

Let $U$ be unitary and $e_k$ real. Show that $H=U\,\mathrm{diag}(e_k)\,U^\dagger$ has the Fermi matrix

$$F=U\,\mathrm{diag}(f_\mu(e_k))\,U^\dagger.$$

**Solution.** Since $UU^\dagger=1$, we have $\beta(H-\mu)=U\,\mathrm{diag}(\beta(e_k-\mu))\,U^\dagger$. The exponential passes through the conjugation, so $e^{\beta(H-\mu)}=UEU^\dagger$ with $E=\mathrm{diag}(e^{\beta(e_k-\mu)})$. Put $D=\mathrm{diag}(f_\mu(e_k))$. Then

$$(1+UEU^\dagger)\,UDU^\dagger=U(D+ED)U^\dagger=1,$$

because $f_\mu(e_k)(1+e^{\beta(e_k-\mu)})=1$. The inverse in the definition is therefore a genuine one.

In the code, `hconj` and `Matrix.exp_conj` handle the exponential, `key` is the displayed product, and `Matrix.inv_eq_right_inv` identifies the inverse.

```lean
/-- If a unitary `U` diagonalises the Hamiltonian with real levels `e`, it diagonalises the Fermi
matrix, with the Fermi function of each level on the diagonal. -/
theorem fermiMatrix_spectral (U : Matrix m m ℂ) (hU : U * Uᴴ = 1) (e : m → ℝ) (β μ : ℝ) :
    fermiMatrix β μ (U * diagonal (fun k => (e k : ℂ)) * Uᴴ) =
      U * diagonal (fun k => (fermi β μ (e k) : ℂ)) * Uᴴ := by
  have hU' : Uᴴ * U = 1 := mul_eq_one_comm.mp hU
  have hinv : U⁻¹ = Uᴴ := Matrix.inv_eq_right_inv hU
  have hunit : IsUnit U := ⟨⟨U, Uᴴ, hU, hU'⟩, rfl⟩
  have hd : diagonal (fun k => ((β * (e k - μ) : ℝ) : ℂ)) =
      (β : ℂ) • (diagonal (fun k => (e k : ℂ)) - (μ : ℂ) • (1 : Matrix m m ℂ)) := by
    ext i j
    by_cases h : i = j
    · subst h; simp
    · simp [h]
  have hconj : (β : ℂ) • (U * diagonal (fun k => (e k : ℂ)) * Uᴴ - (μ : ℂ) • (1 : Matrix m m ℂ))
      = U * diagonal (fun k => ((β * (e k - μ) : ℝ) : ℂ)) * U⁻¹ := by
    rw [hinv, hd]
    simp only [Matrix.mul_smul, Matrix.smul_mul, Matrix.mul_sub, Matrix.sub_mul,
      Matrix.mul_one, hU]
  have hexp : NormedSpace.exp (diagonal (fun k => ((β * (e k - μ) : ℝ) : ℂ))) =
      diagonal (fun k => ((Real.exp (β * (e k - μ)) : ℝ) : ℂ)) := by
    rw [Matrix.exp_diagonal, Pi.exp_def]
    simp only [Complex.ofReal_exp, Complex.exp_eq_exp_ℂ]
  -- an inverse in the eigenbasis is an inverse in the orbital basis
  have key : ∀ E F : Matrix m m ℂ, E * F + F = 1 → (1 + U * E * Uᴴ) * (U * F * Uᴴ) = 1 := by
    intro E F h
    calc (1 + U * E * Uᴴ) * (U * F * Uᴴ)
        = U * F * Uᴴ + U * E * (Uᴴ * U) * F * Uᴴ := by noncomm_ring
      _ = U * (E * F + F) * Uᴴ := by rw [hU']; noncomm_ring
      _ = 1 := by rw [h, Matrix.mul_one, hU]
  unfold fermiMatrix
  rw [hconj, Matrix.exp_conj _ _ hunit, hexp, hinv]
  apply Matrix.inv_eq_right_inv
  apply key
  rw [diagonal_mul_diagonal, diagonal_add, ← diagonal_one]
  congr 1
  funext k
  have hr : Real.exp (β * (e k - μ)) * fermi β μ (e k) + fermi β μ (e k) = 1 := by
    have h0 : 1 + Real.exp (β * (e k - μ)) ≠ 0 := by positivity
    have h1 := mul_one_div_cancel h0
    unfold fermi
    linear_combination h1
  exact_mod_cast hr
```

## (c) An orbital occupation as an average

Let $H$ be Hermitian and $i$ one of its orbitals. Find levels $e_k$ and weights $w_k\ge 0$ with $\sum_k w_k=1$, all independent of $\beta$ and $\mu$, such that

$$F_{ii}=\sum_k w_k\,f_\mu(e_k).$$

**Solution.** The spectral theorem provides $U$ and the eigenvalues $e_k$. The diagonal element of (b) is $\sum_k U_{ik}f_\mu(e_k)\overline{U_{ik}}$, so $w_k=|U_{ik}|^2$. These weights sum to $(UU^\dagger)_{ii}=1$. The code writes them as `Complex.normSq (U i k)`.

```lean
/-- For a Hermitian Hamiltonian, the occupation of an orbital is an average of Fermi functions,
with levels and nonnegative weights that do not depend on temperature or chemical potential. -/
theorem orbital_occupation (H : Matrix m m ℂ) (hH : H.IsHermitian) (i : m) :
    ∃ w e : m → ℝ, (∀ k, 0 ≤ w k) ∧ ∑ k, w k = 1 ∧
      ∀ β μ, fermiMatrix β μ H i i = ((∑ k, w k * fermi β μ (e k) : ℝ) : ℂ) := by
  obtain ⟨U, hU, hs⟩ : ∃ U : Matrix m m ℂ, U * Uᴴ = 1 ∧
      H = U * diagonal (fun k => (hH.eigenvalues k : ℂ)) * Uᴴ := by
    refine ⟨hH.eigenvectorUnitary, Matrix.mem_unitaryGroup_iff.mp hH.eigenvectorUnitary.2, ?_⟩
    have h := hH.spectral_theorem
    rw [Unitary.conjStarAlgAut_apply] at h
    exact h
  refine ⟨fun k => Complex.normSq (U i k), hH.eigenvalues,
    fun k => Complex.normSq_nonneg _, ?_, fun β μ => ?_⟩
  · -- the rows of a unitary matrix are normalised
    have h := congrFun (congrFun hU i) i
    rw [Matrix.mul_apply, Matrix.one_apply_eq] at h
    have h2 : ∑ k, ((Complex.normSq (U i k) : ℝ) : ℂ) = 1 :=
      (Finset.sum_congr rfl fun k _ => (Complex.mul_conj (U i k)).symm).trans h
    exact_mod_cast h2
  · have hf := fermiMatrix_spectral U hU hH.eigenvalues β μ
    rw [← hs] at hf
    rw [hf, Matrix.mul_apply, Complex.ofReal_sum]
    refine Finset.sum_congr rfl fun k _ => ?_
    rw [Matrix.mul_diagonal, conjTranspose_apply, Complex.ofReal_mul, ← Complex.mul_conj,
      starRingEnd_apply]
    ring
```

## (d) One level

For $\beta>0$, show that $\mu\mapsto f_\mu(e)$ is continuous and strictly increasing, with

$$\lim_{\mu\to-\infty}f_\mu(e)=0,\qquad \lim_{\mu\to\infty}f_\mu(e)=1.$$

**Solution.** The denominator is continuous and positive. If $a<b$ are two values of the chemical potential, then $\beta(e-b)<\beta(e-a)$, so the denominator is smaller at $b$ and $f_a(e)<f_b(e)$. As $\mu\to-\infty$ the exponential diverges and $f_\mu(e)\to0$; as $\mu\to\infty$ it vanishes and $f_\mu(e)\to1$. The four goals in the code follow this order.

```lean
/-- At `β > 0` the Fermi function of a single level is a filling curve of capacity one. -/
theorem fermi_fills {β : ℝ} (hβ : 0 < β) (e : ℝ) : FillsTo (fun μ => fermi β μ e) 1 := by
  refine ⟨?_, fun a b hab => ?_, ?_, ?_⟩
  · unfold fermi
    exact Continuous.div continuous_const (by fun_prop) (fun μ => by positivity)
  · change fermi β a e < fermi β b e
    unfold fermi
    apply one_div_lt_one_div_of_lt (by positivity)
    have h := Real.exp_lt_exp.mpr (show β * (e - b) < β * (e - a) by nlinarith)
    linarith
  · have h1 : Tendsto (fun μ : ℝ => e - μ) atBot atTop :=
      (tendsto_atTop_add_const_left atBot e tendsto_neg_atBot_atTop).congr
        fun x => (sub_eq_add_neg e x).symm
    have h2 := Real.tendsto_exp_atTop.comp (h1.const_mul_atTop hβ)
    refine (tendsto_inv_atTop_zero.comp (tendsto_atTop_add_const_left _ 1 h2)).congr fun x => ?_
    simp [fermi]
  · have h1 : Tendsto (fun μ : ℝ => e - μ) atTop atBot :=
      (tendsto_atBot_add_const_left atTop e tendsto_neg_atTop_atBot).congr
        fun x => (sub_eq_add_neg e x).symm
    have h2 := Real.tendsto_exp_atBot.comp (h1.const_mul_atBot hβ)
    have h3 : Tendsto (fun μ => 1 / (1 + Real.exp (β * (e - μ)))) atTop (𝓝 (1 / (1 + 0))) :=
      tendsto_const_nhds.div (tendsto_const_nhds.add h2) (by norm_num)
    rw [add_zero, div_one] at h3
    exact h3
```

## (e) One orbital

For Hermitian $H$ and $\beta>0$, show that $F_{ii}$ is a filling curve of capacity one:

$$F_{ii}(\mu)\ \text{rises continuously and strictly from}\ 0\ \text{to}\ 1.$$

**Solution.** Use the average in (c). Continuity and the limits pass through the finite sum, and the upper limit is $\sum_k w_k=1$. No term decreases. The weights are nonnegative and sum to one, so some $w_k$ is positive and its term increases strictly. The code finds this $k$ by contradiction and applies `Finset.sum_lt_sum`.

```lean
/-- For a Hermitian Hamiltonian and `β > 0`, the occupation of each orbital is a filling curve of
capacity one. -/
theorem orbital_fills {β : ℝ} (hβ : 0 < β) (H : Matrix m m ℂ) (hH : H.IsHermitian) (i : m) :
    FillsTo (fun μ => (fermiMatrix β μ H i i).re) 1 := by
  obtain ⟨w, e, hw, hsum, hocc⟩ := orbital_occupation H hH i
  simp only [hocc, Complex.ofReal_re]
  refine ⟨continuous_finsetSum _ fun k _ => continuous_const.mul (fermi_fills hβ (e k)).1,
    fun a b hab => ?_, ?_, ?_⟩
  · -- some level has positive weight on the orbital
    obtain ⟨k, hk⟩ : ∃ k, 0 < w k := by
      by_contra h
      have h' : ∀ k, w k ≤ 0 := fun k => not_lt.mp fun hk => h ⟨k, hk⟩
      linarith [Finset.sum_nonpos (s := Finset.univ) (fun k _ => h' k)]
    have hlt : ∀ k, fermi β a (e k) < fermi β b (e k) := fun k => (fermi_fills hβ (e k)).2.1 hab
    exact Finset.sum_lt_sum (fun k _ => mul_le_mul_of_nonneg_left (hlt k).le (hw k))
      ⟨k, Finset.mem_univ k, by nlinarith [mul_pos hk (sub_pos.mpr (hlt k))]⟩
  · simpa using tendsto_finsetSum Finset.univ
      fun k _ => (fermi_fills hβ (e k)).2.2.1.const_mul (w k)
  · simpa [hsum] using tendsto_finsetSum Finset.univ
      fun k _ => (fermi_fills hβ (e k)).2.2.2.const_mul (w k)
```

## (f) The assembled trace

Suppose every region contains its core. Show that

$$\mathrm{Tr}\,P=\sum_i F^{c(i)}_{ii}.$$

**Solution.** On the diagonal, $q^a_{ii}$ is $1$ for $a=c(i)$ and $0$ otherwise, so one term of the sum over $a$ survives. The hypothesis `hcore` places $i$ in the region of $c(i)$, so that term is a true matrix element. `Finset.sum_eq_single` makes the selection.

```lean
/-- If every region contains its core, the trace of the assembled Fermi matrix counts each orbital
once, through its diagonal element in the Fermi matrix of the subsystem whose core holds it. -/
theorem trace_assembled (core : ι → κ) (R : κ → Finset ι) (H : ∀ a, Matrix (R a) (R a) ℂ)
    (hcore : ∀ i, i ∈ R (core i)) (β μ : ℝ) :
    (assembled core R H β μ).trace =
      ∑ i, fermiMatrix β μ (H (core i)) ⟨i, hcore i⟩ ⟨i, hcore i⟩ := by
  simp only [Matrix.trace, Matrix.diag_apply, assembled, Matrix.of_apply]
  refine Finset.sum_congr rfl fun i _ => ?_
  rw [Finset.sum_eq_single (core i)]
  · rw [dif_pos ⟨hcore i, hcore i⟩]
    norm_num [coreWeight]
  · intro a _ ha
    simp [coreWeight, ha.symm]
  · simp
```

## (g) The filling curve of the whole system

Let there be $n\ge1$ orbitals, let the subsystem matrices be Hermitian with regions that contain their cores, and let $\beta>0$. Show that $G(\mu)=\mathrm{Re}\,\mathrm{Tr}\,P$ is continuous and strictly increasing, with

$$\lim_{\mu\to-\infty}G=0,\qquad \lim_{\mu\to\infty}G=n.$$

**Solution.** By (f), $G$ is a sum of $n$ occupations, each a filling curve of capacity one by (e). Strict increase needs at least one orbital, which `Nonempty ι` supplies; $n$ is `Fintype.card ι`.

```lean
/-- For at least one orbital, Hermitian subsystem matrices whose regions contain their cores, and
`β > 0`, the real part of the assembled trace is a filling curve with the number of orbitals as
capacity. -/
theorem trace_fills [Nonempty ι] (core : ι → κ) (R : κ → Finset ι)
    (H : ∀ a, Matrix (R a) (R a) ℂ) (hcore : ∀ i, i ∈ R (core i))
    (hH : ∀ a, (H a).IsHermitian) {β : ℝ} (hβ : 0 < β) :
    FillsTo (fun μ => (assembled core R H β μ).trace.re) (Fintype.card ι) := by
  simp only [trace_assembled core R H hcore, Complex.re_sum]
  have h := fun i => orbital_fills hβ (H (core i)) (hH (core i)) ⟨i, hcore i⟩
  refine ⟨continuous_finsetSum _ fun i _ => (h i).1, fun a b hab => ?_, ?_, ?_⟩
  · exact Finset.sum_lt_sum_of_nonempty Finset.univ_nonempty fun i _ => (h i).2.1 hab
  · simpa using tendsto_finsetSum Finset.univ fun i _ => (h i).2.2.1
  · simpa using tendsto_finsetSum Finset.univ fun i _ => (h i).2.2.2
```

## (h) The common Fermi level

Under the hypotheses of (g), show that for real $N$

$$\bigl(\exists!\,\mu:\ \mathrm{Tr}\,P=N\bigr)\iff 0<N<n.$$

**Solution.** By (c) and (f) the trace is real, so the condition is $G(\mu)=N$. If some $\mu$ satisfies it, strict increase and the limits give

$$0\le G(\mu-1)<N<G(\mu+1)\le n.$$

Conversely, if $0<N<n$, the limits provide points where $G<N$ and where $G>N$. The intermediate value theorem gives a solution, and strict increase makes it unique.

In the code, `him` and `hiff` reduce the complex equation to its real part, `mem_range_of_exists_le_of_exists_ge` is the intermediate value step, and `hmono.injective` gives uniqueness.

For a divide-and-conquer electronic-structure calculation with orthonormal orbitals and fixed subsystem matrices that meets these hypotheses, a bracketing search for the common Fermi level thus has exactly one root to find when $0<N<n$, and none for any other $N$.

```lean
/-- For at least one orbital, Hermitian subsystem matrices whose regions contain their cores, and
`β > 0`, exactly one chemical potential gives the assembled Fermi matrix the trace `N` if and only
if `N` lies strictly between zero and the number of orbitals. -/
theorem existsUnique_fermi_level_iff [Nonempty ι] (core : ι → κ) (R : κ → Finset ι)
    (H : ∀ a, Matrix (R a) (R a) ℂ) (hcore : ∀ i, i ∈ R (core i))
    (hH : ∀ a, (H a).IsHermitian) {β : ℝ} (hβ : 0 < β) (N : ℝ) :
    (∃! μ : ℝ, (assembled core R H β μ).trace = (N : ℂ)) ↔ 0 < N ∧ N < Fintype.card ι := by
  obtain ⟨hcont, hmono, hbot, htop⟩ := trace_fills core R H hcore hH hβ
  -- the trace is real, so it equals `N` as soon as its real part does
  have him : ∀ μ, (assembled core R H β μ).trace.im = 0 := by
    intro μ
    rw [trace_assembled core R H hcore, Complex.im_sum]
    refine Finset.sum_eq_zero fun i _ => ?_
    obtain ⟨w, e, -, -, hocc⟩ := orbital_occupation (H (core i)) (hH (core i)) ⟨i, hcore i⟩
    rw [hocc, Complex.ofReal_im]
  have hiff : ∀ μ, (assembled core R H β μ).trace = (N : ℂ) ↔
      (assembled core R H β μ).trace.re = N := fun μ =>
    ⟨fun h => by rw [h, Complex.ofReal_re],
      fun h => Complex.ext (by rw [h, Complex.ofReal_re]) (by rw [him, Complex.ofReal_im])⟩
  simp only [hiff]
  constructor
  · rintro ⟨μ, hμ, -⟩
    have h1 := hmono.monotone.le_of_tendsto hbot (μ - 1)
    have h2 := hmono (show μ - 1 < μ by linarith)
    have h3 := hmono.monotone.ge_of_tendsto htop (μ + 1)
    have h4 := hmono (show μ < μ + 1 by linarith)
    dsimp only at hμ h1 h2 h3 h4
    constructor <;> linarith
  · rintro ⟨h0, hn⟩
    obtain ⟨a, ha⟩ := (hbot.eventually_lt_const h0).exists
    obtain ⟨b, hb⟩ := (htop.eventually_const_lt hn).exists
    obtain ⟨μ, hμ⟩ := mem_range_of_exists_le_of_exists_ge hcont ⟨a, ha.le⟩ ⟨b, hb.le⟩
    exact ⟨μ, hμ, fun ν hν => hmono.injective (hν.trans hμ.symm)⟩

end

end DivideAndConquerFermiLevel
```

```lean
#print axioms DivideAndConquerFermiLevel.sum_coreWeight
#print axioms DivideAndConquerFermiLevel.existsUnique_fermi_level_iff
```

```
'DivideAndConquerFermiLevel.sum_coreWeight' depends on axioms: [propext, Classical.choice, Quot.sound]
'DivideAndConquerFermiLevel.existsUnique_fermi_level_iff' depends on axioms: [propext, Classical.choice, Quot.sound]
```
